# A Berry connection of 1/2 gives a free pseudorotor the twofold levels (n + 1/2)²

If I treat pseudorotation around a conical intersection as a free rotor on one adiabatic surface, and forget that the real electronic state changes sign around the loop, I get levels $n^2$, in units of the rotational constant, and a nondegenerate ground state. That is the wrong pattern. Multiplying $(\cos\frac\theta2,\sin\frac\theta2)$ by $e^{i\theta/2}$ makes the state single-valued, and the sign change should then reappear as a connection of $1/2$ in the nuclear momentum, with levels $(n+\frac12)^2$ and a twofold lowest level. Can this be derived in full, with a proof that a machine has checked?

## From the electronic state to the half-integer levels

Yes, for motion at fixed radius on a single electronic state. Set $\hbar=1$, choose the energy unit so that the free rotor's Hamiltonian is the square of its angular momentum, and write $w=e^{i\theta}$. The half angles combine to

$$u(\theta)=\tfrac12\begin{pmatrix}w+1\\-i(w-1)\end{pmatrix},\qquad u'(\theta)=\tfrac12\begin{pmatrix}iw\\w\end{pmatrix},$$

so $u$ is $2\pi$-periodic. With the inner product conjugate-linear in its first argument and $\bar w w=1$,

$$\langle u,u\rangle=\tfrac14\left(|w+1|^2+|w-1|^2\right)=1,$$

$$\langle u,u'\rangle=\tfrac14\left[i(\bar w+1)w+i(\bar w-1)w\right]=\tfrac i2 .$$

Hence $-i\langle u,u'\rangle=\frac12$. For a nuclear amplitude $g$, projecting the momentum of $gu$ on $u$ gives

$$\langle u,-i(gu)'\rangle=-ig'\langle u,u\rangle-i\langle u,u'\rangle g=-ig'+\tfrac12 g .$$

Now take any constant connection $a$, put $P=-i\,d/d\theta+a$, and let $g$ be a nonzero periodic solution of $P^2g=\lambda g$. Choose $\mu$ with $\mu^2=\lambda$ and define $h=Pg+\mu g$. Then

$$Ph=P^2g+\mu Pg=\mu^2g+\mu Pg=\mu h .$$

This says $h'=i(\mu-a)h$, so $h\,e^{-i(\mu-a)\theta}$ has zero derivative and $h(\theta)=h(0)e^{i(\mu-a)\theta}$.

- If $h$ is not identically zero, then $h(0)\neq0$. Since $g$ and $g'$ are periodic, so is $h$. Therefore $e^{2\pi i(\mu-a)}=1$ and $\mu=n+a$ for an integer $n$.
- If $h$ vanishes identically, then $Pg=-\mu g$, and the same argument applied to $g$ gives $-\mu=n+a$.

Either way $\lambda=(n+a)^2$. Conversely, $Pe^{in\theta}=(n+a)e^{in\theta}$, so each such value occurs.

For $a=\frac12$ and $\lambda=(n+\frac12)^2$, take $\mu=n+\frac12$, which is never zero. Using both signs of the root,

$$Pg+\mu g=A\,e^{in\theta},\qquad Pg-\mu g=B\,e^{-i(n+1)\theta},$$

with constants $A$ and $B$. Subtracting gives

$$g=\frac{A\,e^{in\theta}-B\,e^{-i(n+1)\theta}}{2\mu}.$$

Both waves solve the equation, because $-(n+1)+\frac12=-(n+\frac12)$. They are independent: if $s\,e^{in\theta}+t\,e^{-i(n+1)\theta}=0$, the value at $\theta=0$ gives $s+t=0$ and the slope gives $ns-(n+1)t=0$, so $(2n+1)s=0$ and $s=t=0$. The lowest level, $\lambda=\frac14$, has the solutions $c+d\,e^{-i\theta}$.

## What the Lean statements say about the rotor

`electronicState` is $u$, a function from the real angle to `Fin 2 → ℂ`, and `star u ⬝ᵥ v` is $\langle u,v\rangle$. `kineticMomentum a g` is $Pg$, and `wave k` is $e^{ik\theta}$.

`IsStationary a lam g` requires $g$ to be $2\pi$-periodic, $g$ and $Pg$ to be differentiable, and $P^2g=\lambda g$ to hold at every angle. The differentiability conditions matter because Lean's `deriv` returns zero where no derivative exists.

- `electronicState_connection` states that $u$ is differentiable, periodic and normalised, with connection $1/2$.
- `projected_momentum` identifies the projected momentum with `kineticMomentum (1 / 2) g`.
- `spectrum_iff` gives the eigenvalues for every complex constant $a$; a physical connection is real. Reversing the sign convention to $a=-\frac12$ only relabels $n$.
- `level_twofold` says that, for $a=\frac12$, the solutions at each level are exactly the complex span of the two waves, and that this span has dimension two.

The electronic state is postulated, not obtained from a Hamiltonian. Apart from the phase $e^{i\theta/2}$, it is a real adiabatic state that changes sign on one circuit of the intersection. Radial motion, warping of the potential and coupling to the other electronic state are absent. The operator is the square of the projected momentum; projecting the squared momentum instead would add the constant diagonal correction $\frac14$, which shifts all levels equally.

For single-surface simulations of nuclear motion, this fixed-radius model shows what omitting the geometric phase does: it changes both the level spacings and the degeneracy of the ground state.

```lean
import Mathlib

open Complex
open scoped Real Matrix

namespace ConicalIntersectionPseudorotation

noncomputable section

/-- The electronic state `exp(iθ/2) (cos(θ/2), sin(θ/2))` on a loop with angle `θ`. -/
def electronicState (θ : ℝ) : Fin 2 → ℂ :=
  ![exp (I * ((θ : ℂ) / 2)) * cos ((θ : ℂ) / 2), exp (I * ((θ : ℂ) / 2)) * sin ((θ : ℂ) / 2)]

/-- The kinetic angular momentum `-i d/dθ + a` for a constant connection `a`. -/
def kineticMomentum (a : ℂ) (g : ℝ → ℂ) : ℝ → ℂ := fun θ => -I * deriv g θ + a * g θ

/-- A twice differentiable, `2π`-periodic amplitude `g` with `(-i d/dθ + a)² g = lam g`. -/
structure IsStationary (a lam : ℂ) (g : ℝ → ℂ) : Prop where
  periodic : Function.Periodic g (2 * π)
  diff : Differentiable ℝ g
  diff_momentum : Differentiable ℝ (kineticMomentum a g)
  equation : ∀ θ, kineticMomentum a (kineticMomentum a g) θ = lam * g θ

/-- The plane wave `exp(ikθ)` on the angle. -/
def wave (k : ℂ) (θ : ℝ) : ℂ := exp (I * k * θ)

/-- The plane wave `exp(ikθ)` has derivative `ik exp(ikθ)`. -/
theorem hasDerivAt_wave (k : ℂ) (θ : ℝ) : HasDerivAt (wave k) (I * k * wave k θ) θ :=
  (((hasDerivAt_id' (θ : ℂ)).const_mul (I * k)).cexp.comp_ofReal).congr_deriv
    (by simp only [wave]; ring)

/-- A plane wave with integer wave number is `2π`-periodic. -/
theorem wave_periodic (k : ℤ) (θ : ℝ) : wave k (θ + 2 * π) = wave k θ := by
  have e : I * (k : ℂ) * ((θ + 2 * π : ℝ) : ℂ) = I * k * θ + k * (2 * π * I) := by
    push_cast; ring
  simp only [wave]
  rw [e, Complex.exp_add, Complex.exp_int_mul_two_pi_mul_I, mul_one]

/-- The electronic state is differentiable, `2π`-periodic and normalised, and its
Berry connection `-i⟨u, u'⟩` equals `1/2` at every angle. -/
theorem electronicState_connection :
    Differentiable ℝ electronicState ∧ Function.Periodic electronicState (2 * π) ∧
    ∀ θ, star (electronicState θ) ⬝ᵥ electronicState θ = 1 ∧
      -I * (star (electronicState θ) ⬝ᵥ deriv electronicState θ) = 1 / 2 := by
  -- the half angles combine to the single-valued wave exp(iθ)
  have hw : ∀ θ, electronicState θ = ![(wave 1 θ + 1) / 2, -I * (wave 1 θ - 1) / 2] := by
    intro θ
    have h1 : exp (I * ((θ : ℂ) / 2)) * exp ((θ : ℂ) / 2 * I) = wave 1 θ := by
      rw [wave, ← Complex.exp_add]; congr 1; ring
    have h2 : exp (I * ((θ : ℂ) / 2)) * exp (-((θ : ℂ) / 2) * I) = 1 := by
      rw [← Complex.exp_add, ← Complex.exp_zero]; congr 1; ring
    have hc : exp (I * ((θ : ℂ) / 2)) * cos ((θ : ℂ) / 2) = (wave 1 θ + 1) / 2 := by
      rw [Complex.cos]; linear_combination (h1 + h2) / 2
    have hs : exp (I * ((θ : ℂ) / 2)) * sin ((θ : ℂ) / 2) = -I * (wave 1 θ - 1) / 2 := by
      rw [Complex.sin]; linear_combination (h2 - h1) * I / 2
    rw [electronicState, hc, hs]
  have hu : ∀ θ, HasDerivAt electronicState ![I * wave 1 θ / 2, wave 1 θ / 2] θ := by
    intro θ
    have d0 : HasDerivAt (fun t => (wave 1 t + 1) / 2) (I * wave 1 θ / 2) θ :=
      (((hasDerivAt_wave 1 θ).add_const 1).div_const 2).congr_deriv (by ring)
    have d1 : HasDerivAt (fun t => -I * (wave 1 t - 1) / 2) (wave 1 θ / 2) θ :=
      ((((hasDerivAt_wave 1 θ).sub_const 1).const_mul (-I)).div_const 2).congr_deriv
        (by linear_combination (-(wave 1 θ) / 2) * Complex.I_sq)
    rw [funext hw, hasDerivAt_pi]
    intro i
    fin_cases i
    · exact d0
    · exact d1
  refine ⟨fun θ => (hu θ).differentiableAt, fun θ => ?_, fun θ => ?_⟩
  · have p : wave 1 (θ + 2 * π) = wave 1 θ := by simpa using wave_periodic 1 θ
    rw [hw, hw, p]
  · have h2 : starRingEnd ℂ 2 = 2 := by rw [← one_add_one_eq_two, map_add, map_one]
    have hv : starRingEnd ℂ (wave 1 θ) * wave 1 θ = 1 := by
      rw [wave, ← Complex.exp_conj, ← Complex.exp_add]
      simp
    rw [(hu θ).deriv, hw θ]
    simp only [dotProduct, Fin.sum_univ_two, Pi.star_apply, Matrix.cons_val_zero,
      Matrix.cons_val_one, Complex.star_def, map_div₀, map_mul, map_add, map_sub, map_neg,
      map_one, Complex.conj_I, h2]
    constructor
    · linear_combination (1 / 2) * hv
        - (starRingEnd ℂ (wave 1 θ) - 1) * (wave 1 θ - 1) / 4 * Complex.I_sq
    · linear_combination (1 / 2) * hv
        - starRingEnd ℂ (wave 1 θ) * wave 1 θ / 2 * Complex.I_sq

/-- For a differentiable amplitude `g`, projecting `-i d/dθ (g u)` on the electronic state
`u` gives the kinetic momentum of `g` with connection `1/2`. -/
theorem projected_momentum (g : ℝ → ℂ) (θ : ℝ) (hg : DifferentiableAt ℝ g θ) :
    star (electronicState θ) ⬝ᵥ (fun i => -I * deriv (fun t => g t * electronicState t i) θ)
      = kineticMomentum (1 / 2) g θ := by
  obtain ⟨hd, -, h⟩ := electronicState_connection
  obtain ⟨h1, h2⟩ := h θ
  have hp : ∀ i, deriv (fun t => g t * electronicState t i) θ
      = deriv g θ * electronicState θ i + g θ * deriv electronicState θ i := fun i =>
    (hg.hasDerivAt.fun_mul (hasDerivAt_pi.1 (hd θ).hasDerivAt i)).deriv
  simp only [dotProduct, Fin.sum_univ_two, hp, kineticMomentum] at h1 h2 ⊢
  linear_combination (-I * deriv g θ) * h1 + g θ * h2

/-- A differentiable eigenfunction of the kinetic momentum with eigenvalue `μ` is a
multiple of the plane wave with wave number `μ - a`. -/
theorem momentum_eigenfunction (a μ : ℂ) (h : ℝ → ℂ) (hd : Differentiable ℝ h)
    (he : ∀ θ, kineticMomentum a h θ = μ * h θ) (θ : ℝ) : h θ = h 0 * wave (μ - a) θ := by
  -- stripping off the plane wave leaves a constant
  have hF : ∀ t, HasDerivAt (fun s => h s * wave (-(μ - a)) s) 0 t := by
    intro t
    have e := he t
    simp only [kineticMomentum] at e
    have e' : deriv h t = I * (μ - a) * h t := by
      linear_combination I * e + deriv h t * Complex.I_sq
    refine ((hd t).hasDerivAt.fun_mul (hasDerivAt_wave _ t)).congr_deriv ?_
    rw [e']; ring
  have hconst := is_const_of_deriv_eq_zero (fun t => (hF t).differentiableAt)
    (fun t => (hF t).deriv) θ 0
  have h0 : wave (-(μ - a)) 0 = 1 := by simp [wave]
  have h1 : wave (-(μ - a)) θ * wave (μ - a) θ = 1 := by
    simp only [wave]
    rw [← Complex.exp_add, ← Complex.exp_zero]
    congr 1; ring
  simp only [h0, mul_one] at hconst
  linear_combination wave (μ - a) θ * hconst - h θ * h1

/-- If `g` is stationary with eigenvalue `μ²`, then `h = (-i d/dθ + a) g + μ g` is differentiable,
satisfies `(-i d/dθ + a) h = μ h`, and is a multiple of the plane wave with wave number `μ - a`. -/
theorem factorisation (a μ : ℂ) (g : ℝ → ℂ) (hg : IsStationary a (μ ^ 2) g) :
    Differentiable ℝ (fun θ => kineticMomentum a g θ + μ * g θ) ∧
    (∀ θ, kineticMomentum a (fun t => kineticMomentum a g t + μ * g t) θ
      = μ * (kineticMomentum a g θ + μ * g θ)) ∧
    ∀ θ, kineticMomentum a g θ + μ * g θ
      = (kineticMomentum a g 0 + μ * g 0) * wave (μ - a) θ := by
  have hD : ∀ θ, HasDerivAt (fun t => kineticMomentum a g t + μ * g t)
      (deriv (kineticMomentum a g) θ + μ * deriv g θ) θ := fun θ =>
    (hg.diff_momentum θ).hasDerivAt.fun_add ((hg.diff θ).hasDerivAt.const_mul μ)
  have hd : Differentiable ℝ (fun θ => kineticMomentum a g θ + μ * g θ) :=
    fun θ => (hD θ).differentiableAt
  have he : ∀ θ, kineticMomentum a (fun t => kineticMomentum a g t + μ * g t) θ
      = μ * (kineticMomentum a g θ + μ * g θ) := by
    intro θ
    have e := hg.equation θ
    change -I * deriv (kineticMomentum a g) θ + a * kineticMomentum a g θ = _ at e
    have k : kineticMomentum a g θ = -I * deriv g θ + a * g θ := rfl
    change -I * deriv (fun t => kineticMomentum a g t + μ * g t) θ
      + a * (kineticMomentum a g θ + μ * g θ) = _
    rw [(hD θ).deriv]
    linear_combination e - μ * k
  exact ⟨hd, he, momentum_eigenfunction a μ _ hd he⟩

/-- Two plane waves with integer wave numbers `n`, `m` and `(n + a)² = (m + a)² = lam`
superpose to a stationary amplitude with eigenvalue `lam`. -/
theorem stationary_superposition (a lam : ℂ) (n m : ℤ) (hn : (n + a) ^ 2 = lam)
    (hm : (m + a) ^ 2 = lam) (c d : ℂ) :
    IsStationary a lam (fun θ => c * wave n θ + d * wave m θ) := by
  have hs : ∀ (c d : ℂ) (θ : ℝ), HasDerivAt (fun t => c * wave n t + d * wave m t)
      (c * (I * n * wave n θ) + d * (I * m * wave m θ)) θ := fun c d θ =>
    ((hasDerivAt_wave n θ).const_mul c).fun_add ((hasDerivAt_wave m θ).const_mul d)
  have hK : ∀ c d : ℂ, kineticMomentum a (fun t => c * wave n t + d * wave m t)
      = fun t => ((n + a) * c) * wave n t + ((m + a) * d) * wave m t := by
    intro c d
    funext θ
    simp only [kineticMomentum]
    rw [(hs c d θ).deriv]
    linear_combination (-(n * c * wave n θ + m * d * wave m θ)) * Complex.I_sq
  refine ⟨fun θ => ?_, fun θ => (hs c d θ).differentiableAt, ?_, fun θ => ?_⟩
  · simp only [wave_periodic]
  · rw [hK]
    exact fun θ => (hs _ _ θ).differentiableAt
  · rw [hK, hK]
    linear_combination c * wave n θ * hn + d * wave m θ * hm

/-- For a constant connection `a`, a nonzero stationary amplitude with eigenvalue `lam`
exists if and only if `lam = (n + a)²` for an integer `n`. -/
theorem spectrum_iff (a lam : ℂ) :
    (∃ g, g ≠ 0 ∧ IsStationary a lam g) ↔ ∃ n : ℤ, lam = (n + a) ^ 2 := by
  constructor
  · rintro ⟨g, hg0, hg⟩
    -- periodicity quantises every eigenvalue of the kinetic momentum
    have quant : ∀ (ν : ℂ) (h : ℝ → ℂ), h ≠ 0 → Differentiable ℝ h → h (2 * π) = h 0 →
        (∀ θ, kineticMomentum a h θ = ν * h θ) → ∃ n : ℤ, ν = n + a := by
      intro ν h h0 hd hp he
      have hw := momentum_eigenfunction a ν h hd he
      have hz : h 0 ≠ 0 := fun z => h0 (funext fun θ => by rw [hw θ, z, zero_mul]; rfl)
      have h1 : wave (ν - a) (2 * π) = 1 :=
        mul_left_cancel₀ hz (by rw [← hw, hp, mul_one])
      obtain ⟨n, hn⟩ := Complex.exp_eq_one_iff.1 h1
      push_cast at hn
      have hk : ν - a = n :=
        mul_right_cancel₀ Complex.two_pi_I_ne_zero (by linear_combination hn)
      exact ⟨n, by linear_combination hk⟩
    obtain ⟨μ, rfl⟩ := IsAlgClosed.exists_pow_nat_eq lam (n := 2) (by norm_num)
    obtain ⟨hd, he, -⟩ := factorisation a μ g hg
    have gp : g (2 * π) = g 0 := by simpa using hg.periodic 0
    have dp : deriv g (2 * π) = deriv g 0 := by
      have e := deriv_comp_add_const g (2 * π) 0
      rw [show (fun x => g (x + 2 * π)) = g from funext hg.periodic, zero_add] at e
      exact e.symm
    by_cases hz : (fun θ => kineticMomentum a g θ + μ * g θ) = 0
    · obtain ⟨n, hn⟩ := quant (-μ) g hg0 hg.diff gp (fun θ => by
        have e : kineticMomentum a g θ + μ * g θ = 0 := congrFun hz θ
        linear_combination e)
      exact ⟨n, by rw [← hn]; ring⟩
    · obtain ⟨n, hn⟩ := quant μ _ hz hd (by simp only [kineticMomentum, gp, dp]) he
      exact ⟨n, by rw [hn]⟩
  · rintro ⟨n, rfl⟩
    refine ⟨_, fun h => ?_, stationary_superposition a _ n n rfl rfl 1 0⟩
    have e := congrFun h 0
    simp [wave] at e

/-- With connection `1/2`, the stationary amplitudes with eigenvalue `(n + 1/2)²`, `n` an
integer, are the span of `exp(inθ)` and `exp(-i(n+1)θ)`, which has dimension two. -/
theorem level_twofold (n : ℤ) :
    (∀ g, IsStationary (1 / 2) ((n + 1 / 2) ^ 2) g ↔
      g ∈ Submodule.span ℂ {wave n, wave ((-n - 1 : ℤ) : ℂ)}) ∧
    Module.finrank ℂ (Submodule.span ℂ {wave n, wave ((-n - 1 : ℤ) : ℂ)}) = 2 := by
  have hμ : 2 * ((n : ℂ) + 1 / 2) ≠ 0 := by
    intro h
    have h1 : ((2 * n + 1 : ℤ) : ℂ) = 0 := by push_cast; linear_combination h
    have h2 : 2 * n + 1 = 0 := by exact_mod_cast h1
    omega
  constructor
  · intro g
    rw [Submodule.mem_span_pair]
    constructor
    · intro hg
      -- both signs of the root give a plane wave; their difference is a multiple of g
      obtain ⟨-, -, w1⟩ := factorisation _ _ g hg
      obtain ⟨-, -, w2⟩ := factorisation (1 / 2) (-((n : ℂ) + 1 / 2)) g (by rwa [neg_sq])
      rw [show (n : ℂ) + 1 / 2 - 1 / 2 = n by ring] at w1
      rw [show -((n : ℂ) + 1 / 2) - 1 / 2 = ((-n - 1 : ℤ) : ℂ) by push_cast; ring] at w2
      refine ⟨(kineticMomentum (1 / 2) g 0 + (n + 1 / 2) * g 0) / (2 * (n + 1 / 2)),
        -(kineticMomentum (1 / 2) g 0 + -(n + 1 / 2) * g 0) / (2 * (n + 1 / 2)),
        funext fun θ => ?_⟩
      simp only [Pi.add_apply, Pi.smul_apply, smul_eq_mul]
      rw [div_mul_eq_mul_div, div_mul_eq_mul_div, ← add_div, div_eq_iff hμ]
      linear_combination w2 θ - w1 θ
    · rintro ⟨c, d, rfl⟩
      exact stationary_superposition _ _ n (-n - 1) rfl (by push_cast; ring) c d
  · have hli : LinearIndependent ℂ ![wave n, wave ((-n - 1 : ℤ) : ℂ)] := by
      rw [LinearIndependent.pair_iff]
      intro s t hst
      -- compare the value and the slope at θ = 0
      have w0 : ∀ k : ℂ, wave k 0 = 1 := fun k => by simp [wave]
      have h0 : s * wave n 0 + t * wave ((-n - 1 : ℤ) : ℂ) 0 = 0 := congrFun hst 0
      have hD := ((hasDerivAt_wave n 0).const_mul s).fun_add
        ((hasDerivAt_wave ((-n - 1 : ℤ) : ℂ) 0).const_mul t)
      have hf : (fun x => s * wave n x + t * wave ((-n - 1 : ℤ) : ℂ) x) = fun _ => (0 : ℂ) :=
        hst
      rw [hf] at hD
      have h1 := hD.unique (hasDerivAt_const (0 : ℝ) (0 : ℂ))
      rw [w0, w0] at h0 h1
      push_cast at h1
      have h2 : (I * (2 * ((n : ℂ) + 1 / 2))) * s = 0 := by
        linear_combination h1 + I * (n + 1) * h0
      have hs : s = 0 := (mul_eq_zero.1 h2).resolve_left (mul_ne_zero Complex.I_ne_zero hμ)
      exact ⟨hs, by linear_combination h0 - hs⟩
    have h := finrank_span_eq_card hli
    rwa [Matrix.range_cons_cons_empty, Fintype.card_fin] at h

end

end ConicalIntersectionPseudorotation
```

```lean
#print axioms ConicalIntersectionPseudorotation.projected_momentum
#print axioms ConicalIntersectionPseudorotation.spectrum_iff
#print axioms ConicalIntersectionPseudorotation.level_twofold
```

```
'ConicalIntersectionPseudorotation.projected_momentum' depends on axioms: [propext, Classical.choice, Quot.sound]
'ConicalIntersectionPseudorotation.spectrum_iff' depends on axioms: [propext, Classical.choice, Quot.sound]
'ConicalIntersectionPseudorotation.level_twofold' depends on axioms: [propext, Classical.choice, Quot.sound]
```

## How the Lean proof recovers the plane waves

In `electronicState_connection`, `hw` rewrites the half angles in terms of $w$ and `hu` differentiates the result. The `linear_combination` steps then use $\bar ww=1$ and $i^2=-1$ to finish the two inner products. `projected_momentum` is the product rule followed by these two values.

`momentum_eigenfunction` solves the first-order equation by stripping off the plane wave and showing that what remains is constant. `factorisation` proves $Ph=\mu h$ and applies that lemma to $h$. `stationary_superposition` supplies the converse by applying $P$ twice to a sum of two waves.

In `spectrum_iff`, the local statement `quant` turns periodicity into an integer wave number. The square root $\mu$ exists because $\mathbb C$ is algebraically closed, and `by_cases` separates vanishing from nonvanishing $h$.

`level_twofold` calls `factorisation` with $\mu$ and with $-\mu$, then subtracts. Its `hμ` shows $2\mu\neq0$ because $2n+1$ is odd. Independence comes from the value and slope at $\theta=0$, and `finrank_span_eq_card` converts it into dimension two.
